# Invariance of Φ under conjugation is equivalent to a Ward identity for its four-point kernel

Let $\Phi$ be a twice continuously complex-differentiable function of a complex matrix $G$ with a finite index set. Define the self-energy $\Sigma$ by $D\Phi(G)X=\mathrm{Tr}(\Sigma(G)X)$ and the four-point kernel by $\Xi=D\Sigma(G)$, and write $[A,B]=AB-BA$. Then

$$\mathrm{Tr}(X\,\Xi(Y))=\mathrm{Tr}(Y\,\Xi(X)),$$

and, for a fixed matrix $\Lambda$, these three statements are equivalent:

- $\Phi(e^{t\Lambda}Ge^{-t\Lambda})=\Phi(G)$ for all real $t$ and all $G$;
- $\mathrm{Tr}(\Sigma(G)[\Lambda,G])=0$ for all $G$;
- $\Xi([\Lambda,G])=[\Lambda,\Sigma(G)]$ for all $G$, the Ward identity.

For a finite-matrix model whose $\Phi$ is invariant, the Ward identity is a consistency test for a self-energy and the kernel used with it in a Bethe–Salpeter equation: it must hold if both are derived from that $\Phi$.

## Propagator, self-energy and kernel

The propagator is a `Matrix n n ℂ`, whose index may label orbitals, sites or discretised times.

In Lean 4 with Mathlib:

```lean
import Mathlib

open Matrix

namespace BetheSalpeterWard

noncomputable section

attribute [local instance] Matrix.linftyOpNormedRing Matrix.linftyOpNormedAlgebra

variable {n : Type*} [Fintype n] [DecidableEq n]
```

Let $E_{ij}$ be the matrix with a single 1 in row $i$, column $j$. The self-energy has entries $\Sigma_{ij}=D\Phi(G)E_{ji}=\partial\Phi/\partial G_{ji}$. This fixes the index order, and no physical prefactor is included.

```lean
/-- The self-energy: the matrix representing the first derivative of `Φ` through the trace,
for `Φ` differentiable at `G`. -/
def selfEnergy (Φ : Matrix n n ℂ → ℂ) (G : Matrix n n ℂ) : Matrix n n ℂ :=
  Matrix.of fun i j => fderiv ℂ Φ G (Matrix.single j i 1)
```

The kernel is the linear map $Y\mapsto\Xi(Y)$, with components $\partial\Sigma_{ij}/\partial G_{kl}$.

```lean
/-- The four-point kernel: the derivative of the self-energy with respect to the propagator,
for a self-energy differentiable at `G`. -/
def kernel (Φ : Matrix n n ℂ → ℂ) (G : Matrix n n ℂ) : Matrix n n ℂ →L[ℂ] Matrix n n ℂ :=
  fderiv ℂ (selfEnergy Φ) G
```

The transformed propagator is $G_t=e^{t\Lambda}Ge^{-t\Lambda}$. For anti-Hermitian $\Lambda$ and real $t$ this is a unitary rotation, but $\Lambda$ may be any matrix.

```lean
/-- The propagator `G` conjugated by `exp (t Λ)`. -/
def gaugeOrbit (Λ G : Matrix n n ℂ) (t : ℂ) : Matrix n n ℂ :=
  NormedSpace.exp (t • Λ) * G * NormedSpace.exp (t • (-Λ))
```

Invariance is required at every matrix $G$, not only at a solution of Dyson's equation. `IsGaugeInvariant` is thus a symmetry assumed of the functional. Since $\Phi$ is defined and complex-differentiable on all matrices, functionals such as $\mathrm{Tr}\ln G$ or $\mathrm{Tr}(G^\dagger G)$ do not fit. Nor does the $GW$ functional, which contains $\mathrm{Tr}\ln(1-vP)$ with the interaction $v$ and a polarisation $P$ quadratic in $G$; its truncation at a finite order in $v$ is a polynomial in the entries of $G$ and does fit. The continuum limit is not treated.

```lean
/-- `Φ` is unchanged when the propagator is conjugated by `exp (t Λ)`, for all real `t`. -/
def IsGaugeInvariant (Λ : Matrix n n ℂ) (Φ : Matrix n n ℂ → ℂ) : Prop :=
  ∀ (t : ℝ) (G : Matrix n n ℂ), Φ (gaugeOrbit Λ G (t : ℂ)) = Φ G
```

## The trace represents the first derivative

Expand $X=\sum_{ij}X_{ij}E_{ij}$. By linearity,

$$D\Phi(G)X=\sum_{ij}X_{ij}\,D\Phi(G)E_{ij}=\sum_{ij}\Sigma_{ji}X_{ij}=\mathrm{Tr}(\Sigma X).$$

In the proof, `h` pulls out the coefficient $X_{ij}$.

```lean
/-- For `Φ` differentiable at `G`, the derivative of `Φ` at `G` along `X` is the trace of the
self-energy times `X`. -/
theorem trace_selfEnergy (Φ : Matrix n n ℂ → ℂ) (G X : Matrix n n ℂ) :
    trace (selfEnergy Φ G * X) = fderiv ℂ Φ G X := by
  have h : ∀ i j, fderiv ℂ Φ G (Matrix.single i j (X i j)) =
      fderiv ℂ Φ G (Matrix.single i j 1) * X i j := by
    intro i j
    have e : Matrix.single i j (X i j) = X i j • Matrix.single i j (1 : ℂ) := by
      rw [Matrix.smul_single, smul_eq_mul, mul_one]
    rw [e, map_smul, smul_eq_mul, mul_comm]
  conv_rhs => rw [Matrix.matrix_eq_sum_single X]
  simp only [map_sum, h]
  rw [Finset.sum_comm]
  simp [Matrix.trace, Matrix.mul_apply, selfEnergy]
```

The trace also separates matrices: $\mathrm{Tr}(AE_{ji})=A_{ij}$, so equal traces against every $X$ force equal entries.

```lean
/-- Two matrices with the same trace against every matrix are equal. -/
theorem eq_of_trace {A B : Matrix n n ℂ} (h : ∀ X, trace (A * X) = trace (B * X)) :
    A = B := by
  ext i j
  have hij := h (Matrix.single j i 1)
  simpa [Matrix.trace, Matrix.mul_apply, Matrix.single_apply, ite_and] using hij
```

## Symmetry of the kernel

Since $\Phi$ is twice continuously differentiable, $D\Phi$ is itself differentiable.

```lean
/-- The first derivative of a twice continuously differentiable `Φ` is differentiable. -/
theorem differentiable_fderiv {Φ : Matrix n n ℂ → ℂ} (hΦ : ContDiff ℂ 2 Φ) :
    Differentiable ℂ (fderiv ℂ Φ) :=
  (hΦ.fderiv_right (m := 1) one_add_one_eq_two.le).differentiable (by norm_num)
```

Differentiate $\mathrm{Tr}(\Sigma(G)X)=D\Phi(G)X$ in the direction $Y$, with $X$ fixed:

$$\mathrm{Tr}(\Xi(Y)X)=D^2\Phi(G)(Y,X).$$

Here `hS` shows that $\Sigma$ is differentiable, `T` is the map $A\mapsto\mathrm{Tr}(AX)$, and uniqueness of the derivative equates the two sides.

```lean
/-- For twice continuously differentiable `Φ`, the four-point kernel paired with a matrix
through the trace is the second derivative of `Φ`. -/
theorem trace_kernel {Φ : Matrix n n ℂ → ℂ} (hΦ : ContDiff ℂ 2 Φ) (G X Y : Matrix n n ℂ) :
    trace (kernel Φ G Y * X) = fderiv ℂ (fderiv ℂ Φ) G Y X := by
  have hd := differentiable_fderiv hΦ
  have hZ := fun Z : Matrix n n ℂ => (hd G).hasFDerivAt.clm_apply (hasFDerivAt_const Z G)
  -- the self-energy is a finite sum of differentiable coefficients times matrix units
  have hS : DifferentiableAt ℂ (selfEnergy Φ) G := by
    have e : selfEnergy Φ = fun A => ∑ i, ∑ j,
        fderiv ℂ Φ A (Matrix.single j i 1) • Matrix.single i j (1 : ℂ) := by
      funext A
      rw [Matrix.matrix_eq_sum_single (selfEnergy Φ A)]
      refine Finset.sum_congr rfl fun i _ => Finset.sum_congr rfl fun j _ => ?_
      rw [Matrix.smul_single, smul_eq_mul, mul_one]
      rfl
    rw [e]
    exact DifferentiableAt.fun_sum fun i _ => DifferentiableAt.fun_sum fun j _ =>
      (hZ _).differentiableAt.smul_const _
  let T : Matrix n n ℂ →L[ℂ] ℂ := LinearMap.toContinuousLinearMap
    ((Matrix.traceLinearMap n ℂ ℂ).comp (LinearMap.mulRight ℂ X))
  have h1 := HasFDerivAt.comp G (T.hasFDerivAt (x := selfEnergy Φ G)) hS.hasFDerivAt
  have hu := (hZ X).unique (h1.congr_of_eventuallyEq
    (Filter.Eventually.of_forall fun A => (trace_selfEnergy Φ A X).symm))
  have hY : fderiv ℂ Φ G 0 + fderiv ℂ (fderiv ℂ Φ) G Y X = trace (kernel Φ G Y * X) :=
    DFunLike.congr_fun hu Y
  rw [map_zero, zero_add] at hY
  exact hY.symm
```

Second derivatives commute, $D^2\Phi(G)(Y,X)=D^2\Phi(G)(X,Y)$, and the trace is cyclic. The symmetry follows without any invariance of $\Phi$.

```lean
/-- The four-point kernel of a twice continuously differentiable `Φ` is symmetric under the
trace pairing. -/
theorem kernel_symmetric {Φ : Matrix n n ℂ → ℂ} (hΦ : ContDiff ℂ 2 Φ)
    (G X Y : Matrix n n ℂ) :
    trace (X * kernel Φ G Y) = trace (Y * kernel Φ G X) := by
  rw [trace_mul_comm X, trace_mul_comm Y, trace_kernel hΦ, trace_kernel hΦ]
  exact second_derivative_symmetric
    (fun A => (hΦ.differentiable (by norm_num) A).hasFDerivAt)
    (differentiable_fderiv hΦ G).hasFDerivAt Y X
```

## Invariance and the vanishing trace

The product rule gives $dG_t/dt=\Lambda G_t-G_t\Lambda$, hence

$$\frac{d}{dt}\Phi(G_t)=\mathrm{Tr}(\Sigma(G_t)[\Lambda,G_t]).$$

This is `hd`. If $\Phi$ is invariant, the left side vanishes, and $t=0$ gives the trace condition at $G$. If the trace vanishes at every matrix, $\Phi(G_t)$ is constant and equals $\Phi(G_0)=\Phi(G)$. One derivative of $\Phi$ is enough here.

```lean
/-- A differentiable `Φ` is gauge invariant exactly when the self-energy has zero trace against
the commutator of `Λ` with the propagator, at every propagator. -/
theorem invariant_iff_trace {Φ : Matrix n n ℂ → ℂ} (hΦ : Differentiable ℂ Φ)
    (Λ : Matrix n n ℂ) :
    IsGaugeInvariant Λ Φ ↔ ∀ G, trace (selfEnergy Φ G * (Λ * G - G * Λ)) = 0 := by
  -- the derivative of `Φ` along a gauge orbit
  have hd : ∀ (G : Matrix n n ℂ) (t : ℂ), HasDerivAt (fun s => Φ (gaugeOrbit Λ G s))
      (trace (selfEnergy Φ (gaugeOrbit Λ G t) *
        (Λ * gaugeOrbit Λ G t - gaugeOrbit Λ G t * Λ))) t := by
    intro G t
    have ho : HasDerivAt (gaugeOrbit Λ G)
        (Λ * gaugeOrbit Λ G t - gaugeOrbit Λ G t * Λ) t := by
      have h := ((hasDerivAt_exp_smul_const' (𝕂 := ℂ) Λ t).mul_const G).fun_mul
        (hasDerivAt_exp_smul_const (𝕂 := ℂ) (-Λ) t)
      refine HasDerivAt.congr_deriv h ?_
      simp only [gaugeOrbit]
      noncomm_ring
    rw [trace_selfEnergy]
    exact (hΦ (gaugeOrbit Λ G t)).hasFDerivAt.comp_hasDerivAt t ho
  have ho : ∀ G : Matrix n n ℂ, gaugeOrbit Λ G 0 = G := fun G => by simp [gaugeOrbit]
  constructor
  · intro h G
    have h0 := (hd G ((0 : ℝ) : ℂ)).comp_ofReal
    have hc : (fun s : ℝ => Φ (gaugeOrbit Λ G (s : ℂ))) = fun _ => Φ G :=
      funext fun s => h s G
    rw [hc] at h0
    have h1 := h0.unique (hasDerivAt_const _ _)
    rwa [Complex.ofReal_zero, ho] at h1
  · intro h t G
    have h1 := is_const_of_deriv_eq_zero (fun s => (hd G s).differentiableAt)
      (fun s => (hd G s).deriv.trans (h _)) (t : ℂ) 0
    simpa only [ho] using h1
```

## From the trace condition to the Ward identity

Set $f(G)=\mathrm{Tr}(\Sigma(G)[\Lambda,G])$. Its derivative along $X$ is

$$Df(G)X=\mathrm{Tr}(\Sigma[\Lambda,X])+\mathrm{Tr}(\Xi(X)[\Lambda,G]).$$

Cyclicity turns the first term into $-\mathrm{Tr}([\Lambda,\Sigma]X)$ (step `hc`), and symmetry of $\Xi$ turns the second into $\mathrm{Tr}(\Xi([\Lambda,G])X)$ (step `h2`). Therefore

$$Df(G)X=\mathrm{Tr}\big((\Xi([\Lambda,G])-[\Lambda,\Sigma])X\big).$$

```lean
/-- For twice continuously differentiable `Φ`, the trace of the self-energy against the
commutator of `Λ` and `G` is differentiable in `G`, and its derivative is the trace against the
defect of the Ward identity. -/
theorem deriv_trace_commutator {Φ : Matrix n n ℂ → ℂ} (hΦ : ContDiff ℂ 2 Φ)
    (Λ G : Matrix n n ℂ) :
    DifferentiableAt ℂ (fun A => trace (selfEnergy Φ A * (Λ * A - A * Λ))) G ∧
    ∀ X, fderiv ℂ (fun A => trace (selfEnergy Φ A * (Λ * A - A * Λ))) G X =
      trace ((kernel Φ G (Λ * G - G * Λ) -
        (Λ * selfEnergy Φ G - selfEnergy Φ G * Λ)) * X) := by
  let C : Matrix n n ℂ →L[ℂ] Matrix n n ℂ :=
    LinearMap.toContinuousLinearMap (LinearMap.mulLeft ℂ Λ - LinearMap.mulRight ℂ Λ)
  have hC : ∀ A, C A = Λ * A - A * Λ := fun A => rfl
  have hg : (fun A => trace (selfEnergy Φ A * (Λ * A - A * Λ))) =
      fun A => fderiv ℂ Φ A (C A) := funext fun A => trace_selfEnergy Φ A _
  have h := (differentiable_fderiv hΦ G).hasFDerivAt.clm_apply (C.hasFDerivAt (x := G))
  rw [hg]
  refine ⟨h.differentiableAt, fun X => ?_⟩
  refine (DFunLike.congr_fun h.fderiv X).trans ?_
  change fderiv ℂ Φ G (C X) + fderiv ℂ (fderiv ℂ Φ) G X (C G) = _
  -- symmetry of the kernel moves the commutator into its argument
  have h2 : fderiv ℂ (fderiv ℂ Φ) G X (C G) =
      trace (kernel Φ G (Λ * G - G * Λ) * X) := by
    rw [← trace_kernel hΦ, trace_mul_comm, kernel_symmetric hΦ, trace_mul_comm, hC]
  have hc : trace (selfEnergy Φ G * (X * Λ)) = trace (Λ * (selfEnergy Φ G * X)) := by
    rw [← mul_assoc, trace_mul_comm]
  rw [h2, ← trace_selfEnergy, hC]
  simp only [mul_sub, sub_mul, trace_sub, mul_assoc, hc]
  ring
```

If $\Phi$ is invariant, $f$ is zero everywhere, so $Df=0$ and the bracket vanishes because the trace separates matrices. Conversely, the Ward identity gives $Df=0$, so $f$ is constant; since $f(0)=0$, it vanishes, and $\Phi$ is invariant.

```lean
/-- Ward identity: a twice continuously differentiable `Φ` is gauge invariant exactly when, at
every propagator, the four-point kernel maps the commutator of `Λ` with the propagator to the
commutator of `Λ` with the self-energy. -/
theorem ward_identity_iff {Φ : Matrix n n ℂ → ℂ} (hΦ : ContDiff ℂ 2 Φ) (Λ : Matrix n n ℂ) :
    IsGaugeInvariant Λ Φ ↔
      ∀ G, kernel Φ G (Λ * G - G * Λ) = Λ * selfEnergy Φ G - selfEnergy Φ G * Λ := by
  rw [invariant_iff_trace (hΦ.differentiable (by norm_num))]
  constructor
  · intro h G
    refine sub_eq_zero.mp (eq_of_trace fun X => ?_)
    rw [← (deriv_trace_commutator hΦ Λ G).2 X, funext h]
    simp
  · intro h G
    -- the trace is constant in the propagator and vanishes at zero
    have hc := is_const_of_fderiv_eq_zero (𝕜 := ℂ)
      (fun A => (deriv_trace_commutator hΦ Λ A).1)
      (fun A => ContinuousLinearMap.ext fun X =>
        ((deriv_trace_commutator hΦ Λ A).2 X).trans (by rw [h A]; simp)) G 0
    simpa using hc
```

## One functional without the symmetry, one with it

Without invariance the Ward identity can fail. Take $2\times2$ matrices, $\Phi(G)=G_{21}$ and $\Lambda=\mathrm{diag}(1,0)$. Then $\Sigma=E_{12}$ is constant and $\Xi=0$, but $[\Lambda,\Sigma]=E_{12}\neq0$. This small example is argued in prose only.

The functional $\mathrm{Tr}(G^3)$, chosen for simplicity and not derived from an interaction, is twice continuously differentiable and invariant for every $\Lambda$. It is a polynomial in the entries, and in $\mathrm{Tr}(G_t^3)$ the inner exponentials cancel directly and the outer pair by cyclicity.

```lean
/-- The cubic functional `Tr (G G G)` is twice continuously differentiable and gauge invariant
for every `Λ`. -/
theorem cubic_witness (Λ : Matrix n n ℂ) :
    ContDiff ℂ 2 (fun G : Matrix n n ℂ => trace (G * G * G)) ∧
      IsGaugeInvariant Λ (fun G => trace (G * G * G)) := by
  constructor
  · have hp : ContDiff ℂ 2 (fun G : Matrix n n ℂ => G * G * G) :=
      (contDiff_id.mul contDiff_id).mul contDiff_id
    exact (LinearMap.toContinuousLinearMap (Matrix.traceLinearMap n ℂ ℂ)).contDiff.comp hp
  · intro t G
    -- adjacent exponentials cancel, and the outer pair cancels by cyclicity
    have key : ∀ E F : Matrix n n ℂ, F * E = 1 →
        trace (E * G * F * (E * G * F) * (E * G * F)) = trace (G * G * G) := by
      intro E F h
      have e : E * G * F * (E * G * F) * (E * G * F) =
          E * (G * (F * E) * G * (F * E) * G * F) := by noncomm_ring
      rw [e, h, trace_mul_comm, mul_assoc _ F E, h]
      simp only [mul_one]
    have h := Matrix.exp_add_of_commute ((t : ℂ) • (-Λ)) ((t : ℂ) • Λ)
      (((Commute.refl Λ).neg_left.smul_left _).smul_right _)
    have h0 : (t : ℂ) • (-Λ) + (t : ℂ) • Λ = 0 := by simp
    rw [h0, NormedSpace.exp_zero] at h
    exact key _ _ h.symm

end

end BetheSalpeterWard
```

```lean
#print axioms BetheSalpeterWard.ward_identity_iff
-- 'BetheSalpeterWard.ward_identity_iff' depends on axioms: [propext, Classical.choice, Quot.sound]
```
